# Every linear operator on K[X] has a unique normal-ordered series in characteristic zero

Let K be a field of characteristic zero and let T be any K-linear map on the polynomials K[X]. There is exactly one sequence of polynomials q_0, q_1, q_2, … such that, for every polynomial p,

T p = ∑_{k=0}^{deg p} q_k D^k p,

where D is the derivative. Read with X as a creation operator and D as an annihilation operator, this says that every linear operator taking finite superpositions of the number states of one bosonic mode to finite superpositions has a unique normal-ordered series.

## One bosonic mode as polynomials

Let a† act as multiplication by X and a as D. The product rule gives D(Xp) − X(Dp) = p, which is [a, a†] = 1. The vacuum is the polynomial 1, and X^n is the state (a†)^n|0⟩. For K = ℂ, with the inner product for which a† is the adjoint of a and the vacuum has norm 1, X^n = √(n!) |n⟩, so the normalised number state is X^n/√(n!).

A term q_k D^k has all creation operators on the left, since q_k is a polynomial in X. The series may have infinitely many nonzero coefficients, but D^k p = 0 once k exceeds the degree of p, so only finitely many terms act on a given state.

## What the theorem says in Lean

In `existsUnique_normalOrdered`, the type `K[X] →ₗ[K] K[X]` is that of linear operators on the mode, `q : ℕ → K[X]` is the coefficient sequence, and `derivative^[k] p` is a^k applied to p. The range `range (p.natDegree + 1)` lets k run from 0 to the degree of p, the highest occupation number present. The quantifier `∃!` covers both existence and uniqueness, and the same q must serve every p. The hypothesis `CharZero K` makes every k! invertible; it holds for ℝ and ℂ.

The setting is purely algebraic: one mode, finite superpositions, no inner product and no Hilbert-space convergence. An operator such as exp(αa†) with α ≠ 0, which sends the vacuum to an infinite superposition, is not a map on K[X] and is not covered.

Within this single-mode model, the theorem turns an operator known by its action on number states into normal-ordered form. For a harmonic oscillator with Hamiltonian H = ħω(a†a + 1/2) at inverse temperature β, the operator z^N treated below, with z = e^(−βħω), is the Boltzmann operator e^(−βH) apart from the zero-point factor e^(−βħω/2).

## Finding the coefficients

Write S_q for the operator p ↦ ∑_k q_k D^k p. Since

D^k X^n = n!/(n−k)! X^(n−k) = k! C(n,k) X^(n−k) for k ≤ n,

its action on X^n is

S_q(X^n) = ∑_{k=0}^{n} C(n,k) X^(n−k) (k! q_k).  (1)

Here C(n,k) is the binomial coefficient; in the Lean file, `C c` with a single argument is the constant polynomial c. Equation (1) is a binomial transform of the sequence k! q_k. To invert it, take any commutative ring R, an element x of R and a sequence t_j in R. Let L be the R-linear functional on R[Y] with L(Y^j) = t_j. The binomial theorem gives

L((Y−x)^k) = ∑_{j=0}^{k} C(k,j) (−x)^(k−j) t_j.

Now expand Y^n = ((Y−x) + x)^n and apply L:

t_n = ∑_{k=0}^{n} C(n,k) x^(n−k) ∑_{j=0}^{k} C(k,j) (−x)^(k−j) t_j.  (2)

**Existence.** Define

q_k = (1/k!) ∑_{j=0}^{k} C(k,j) (−X)^(k−j) T(X^j).  (3)

Insert this in (1). By (2) with R = K[X], x = X and t_j = T(X^j), the result is S_q(X^n) = T(X^n). The powers of X span K[X], so S_q = T.

**Uniqueness.** Suppose S_q = T. Use (2) with x = −X and t_j = j! q_j. By (1) the inner sum is S_q(X^k) = T(X^k), so

n! q_n = ∑_{k=0}^{n} C(n,k) (−X)^(n−k) T(X^k).

Dividing by n! gives (3) again, so T determines every coefficient.

## The operator z^N and the vacuum projector

Let N = a†a. The operator z^N multiplies X^n by z^n, so it sends p(X) to p(zX). For it, the sum in (3) is

∑_{j=0}^{k} C(k,j) (−X)^(k−j) (zX)^j = ((z−1)X)^k,

and therefore

z^N = ∑_k (z−1)^k/k! · (a†)^k a^k.

If z ≠ 1, every coefficient is nonzero. By uniqueness, no normal-ordered series for z^N terminates.

At z = 0, with 0^0 = 1, the operator keeps only the constant term of p. This is the vacuum projector:

|0⟩⟨0| = ∑_k (−1)^k/k! · (a†)^k a^k.

## The complete file

```lean
import Mathlib

open Polynomial Finset

namespace NormalOrderedSeries

noncomputable section

variable {K : Type*} [Field K]

/-- The normal-ordered sum `∑ q_k D^k` applied to a state `p`, with `k` running up to the
degree of `p`. Creation is multiplication by `X`, annihilation is the derivative `D`. -/
def normalSum (q : ℕ → K[X]) (p : K[X]) : K[X] :=
  ∑ k ∈ range (p.natDegree + 1), q k * derivative^[k] p

/-- Every cutoff above the highest occupation number in `p` gives the same normal-ordered sum. -/
theorem normalSum_eq_of_lt (q : ℕ → K[X]) {p : K[X]} {N : ℕ} (h : p.natDegree < N) :
    normalSum q p = ∑ k ∈ range N, q k * derivative^[k] p := by
  unfold normalSum
  apply Finset.sum_subset
  · intro k hk
    simp only [Finset.mem_range] at *
    omega
  · intro k _ hk
    have hk' : p.natDegree < k := by
      simp only [Finset.mem_range] at hk
      omega
    rw [iterate_derivative_eq_zero hk', mul_zero]

/-- The linear operator on `K[X]` given by the normal-ordered series `∑ q_k D^k`. -/
def normalSeries (q : ℕ → K[X]) : K[X] →ₗ[K] K[X] where
  toFun := normalSum q
  map_add' p r := by
    have hp : p.natDegree < p.natDegree + r.natDegree + 1 := by omega
    have hr : r.natDegree < p.natDegree + r.natDegree + 1 := by omega
    have hpr : (p + r).natDegree < p.natDegree + r.natDegree + 1 := by
      have := natDegree_add_le p r
      omega
    rw [normalSum_eq_of_lt q hpr, normalSum_eq_of_lt q hp, normalSum_eq_of_lt q hr,
      ← Finset.sum_add_distrib]
    refine Finset.sum_congr rfl fun k _ => ?_
    rw [iterate_map_add, mul_add]
  map_smul' c p := by
    have h : (c • p).natDegree < p.natDegree + 1 :=
      Nat.lt_succ_of_le (natDegree_smul_le c p)
    rw [RingHom.id_apply, normalSum_eq_of_lt q h, normalSum, Finset.smul_sum]
    refine Finset.sum_congr rfl fun k _ => ?_
    rw [iterate_derivative_smul, mul_smul_comm]

/-- The action of a normal-ordered series on the unnormalised number state `X^n`. -/
theorem normalSeries_X_pow (q : ℕ → K[X]) (n : ℕ) :
    normalSeries q (X ^ n) = ∑ k ∈ range (n + 1),
      (n.choose k : K[X]) * X ^ (n - k) * ((k.factorial : K[X]) * q k) := by
  change normalSum q (X ^ n) = _
  rw [normalSum, natDegree_X_pow]
  refine Finset.sum_congr rfl fun k _ => ?_
  rw [iterate_derivative_X_pow_eq_natCast_mul, Nat.descFactorial_eq_factorial_mul_choose]
  push_cast
  ring

/-- Binomial inversion: the binomial transform with shift `x` undoes the one with shift `-x`. -/
theorem binomial_inversion {R : Type*} [CommRing R] (x : R) (t : ℕ → R) (n : ℕ) :
    ∑ k ∈ range (n + 1), (n.choose k : R) * x ^ (n - k) *
      (∑ j ∈ range (k + 1), (k.choose j : R) * (-x) ^ (k - j) * t j) = t n := by
  -- the linear functional sending the monomial `Y^j` to `t j`
  let L : R[X] →ₗ[R] R := (basisMonomials R).constr R t
  have hL : ∀ j, L (X ^ j) = t j := by
    intro j
    have h1 : basisMonomials R j = X ^ j := by
      rw [coe_basisMonomials]
      exact monomial_one_right_eq_X_pow j
    rw [← h1]
    exact (basisMonomials R).constr_basis R t j
  have key : ∀ (u : R[X]) (y : R) (k : ℕ), L ((u + C y) ^ k) =
      ∑ j ∈ range (k + 1), (k.choose j : R) * y ^ (k - j) * L (u ^ j) := by
    intro u y k
    rw [add_pow, map_sum]
    refine Finset.sum_congr rfl fun j _ => ?_
    have h2 : u ^ j * C y ^ (k - j) * (k.choose j : R[X]) =
        ((k.choose j : R) * y ^ (k - j)) • u ^ j := by
      rw [smul_eq_C_mul, C_mul, C_pow, C_eq_natCast]
      ring
    rw [h2, map_smul, smul_eq_mul]
  -- expand `Y^n = ((Y - x) + x)^n` in two stages
  have h3 : (X : R[X]) = (X + C (-x)) + C x := by
    rw [C_neg]
    ring
  have h4 : L (X ^ n) = L (((X + C (-x)) + C x) ^ n) := by rw [← h3]
  rw [hL, key] at h4
  rw [h4]
  refine Finset.sum_congr rfl fun k _ => ?_
  rw [key]
  simp only [hL]

/-- The coefficients `q_k = (1/k!) ∑_j C(k,j) (-X)^(k-j) T(X^j)`, computed from the action of
the operator `T` on number states. -/
def symbol (T : K[X] →ₗ[K] K[X]) (k : ℕ) : K[X] :=
  C ((k.factorial : K)⁻¹) *
    ∑ j ∈ range (k + 1), (k.choose j : K[X]) * (-X) ^ (k - j) * T (X ^ j)

variable [CharZero K]

private theorem factorial_mul_C_inv (k : ℕ) :
    (k.factorial : K[X]) * C ((k.factorial : K)⁻¹) = 1 := by
  rw [← C_eq_natCast, ← C_mul,
    mul_inv_cancel₀ (Nat.cast_ne_zero.mpr (Nat.factorial_ne_zero k)), C_1]

/-- Every operator `T` is the normal-ordered series with coefficients `symbol T`. -/
theorem normalSeries_symbol (T : K[X] →ₗ[K] K[X]) : normalSeries (symbol T) = T := by
  apply (basisMonomials K).ext
  intro n
  have h1 : basisMonomials K n = X ^ n := by
    rw [coe_basisMonomials]
    exact monomial_one_right_eq_X_pow n
  rw [h1, normalSeries_X_pow]
  refine Eq.trans (Finset.sum_congr rfl fun k _ => ?_)
    (binomial_inversion (X : K[X]) (fun j => T (X ^ j)) n)
  rw [symbol, ← mul_assoc (k.factorial : K[X]), factorial_mul_C_inv, one_mul]

/-- The coefficients of a normal-ordered series are recovered from the operator it defines. -/
theorem symbol_normalSeries (q : ℕ → K[X]) : symbol (normalSeries q) = q := by
  funext n
  have h := binomial_inversion (-X : K[X]) (fun k => (k.factorial : K[X]) * q k) n
  simp only [neg_neg] at h
  unfold symbol
  simp only [normalSeries_X_pow]
  rw [h, ← mul_assoc, mul_comm (C _), factorial_mul_C_inv, one_mul]

/-- Over a field `K` of characteristic zero, every linear operator on `K[X]` has exactly one
normal-ordered series `∑ q_k D^k`, a finite sum on each polynomial. -/
theorem existsUnique_normalOrdered (T : K[X] →ₗ[K] K[X]) :
    ∃! q : ℕ → K[X], ∀ p : K[X],
      T p = ∑ k ∈ range (p.natDegree + 1), q k * derivative^[k] p := by
  refine ⟨symbol T, fun p => (LinearMap.congr_fun (normalSeries_symbol T) p).symm, ?_⟩
  intro q hq
  have h : normalSeries q = T := LinearMap.ext fun p => (hq p).symm
  rw [← h, symbol_normalSeries]

/-- The operator `z^N`, with `N` the number operator, acting as `p(X) ↦ p(zX)`. -/
def numberPower (z : K) : K[X] →ₗ[K] K[X] := (aeval (C z * X : K[X])).toLinearMap

/-- The operator `z^N` is the normal-ordered series `∑ (z-1)^k / k! · X^k D^k`. -/
theorem normalSeries_eq_numberPower (z : K) :
    normalSeries (fun k => C ((z - 1) ^ k / (k.factorial : K)) * X ^ k) = numberPower z := by
  -- it suffices to compute the coefficients of `z^N`
  suffices h : symbol (numberPower z) =
      fun k => C ((z - 1) ^ k / (k.factorial : K)) * X ^ k by
    rw [← h, normalSeries_symbol]
  funext k
  have hs : ∑ j ∈ range (k + 1), (k.choose j : K[X]) * (-X) ^ (k - j) *
      numberPower z (X ^ j) = (C (z - 1) * X) ^ k := by
    have h : (C (z - 1) * X : K[X]) = C z * X + -X := by
      rw [C_sub, C_1]
      ring
    rw [h, add_pow]
    refine Finset.sum_congr rfl fun j _ => ?_
    have hj : numberPower z (X ^ j) = (C z * X) ^ j := by
      change aeval (C z * X : K[X]) (X ^ j : K[X]) = _
      rw [map_pow, aeval_X]
    rw [hj]
    ring
  rw [symbol, hs, mul_pow, ← C_pow, div_eq_mul_inv, C_mul]
  ring

/-- For `z ≠ 1`, no coefficient vanishes in any normal-ordered series for `z^N`. -/
theorem numberPower_coeff_ne_zero {z : K} (hz : z ≠ 1) {q : ℕ → K[X]}
    (hq : normalSeries q = numberPower z) (k : ℕ) : q k ≠ 0 := by
  have h : q = fun k => C ((z - 1) ^ k / (k.factorial : K)) * X ^ k := by
    rw [← symbol_normalSeries q, hq, ← normalSeries_eq_numberPower z, symbol_normalSeries]
  rw [h]
  exact mul_ne_zero (C_ne_zero.mpr (div_ne_zero (pow_ne_zero k (sub_ne_zero.mpr hz))
    (Nat.cast_ne_zero.mpr (Nat.factorial_ne_zero k)))) (pow_ne_zero k X_ne_zero)

/-- The projector onto the vacuum component of a state is the normal-ordered series
`∑ (-1)^k / k! · X^k D^k`. -/
theorem vacuum_projector (p : K[X]) :
    C (p.coeff 0) = ∑ k ∈ range (p.natDegree + 1),
      C ((-1) ^ k / (k.factorial : K)) * X ^ k * derivative^[k] p := by
  have h0 : numberPower (0 : K) p = C (p.coeff 0) := by
    change aeval (C (0 : K) * X : K[X]) p = _
    rw [C_0, zero_mul, ← coeff_zero_eq_aeval_zero', algebraMap_eq]
  rw [← h0, ← normalSeries_eq_numberPower (0 : K)]
  change normalSum _ p = _
  unfold normalSum
  refine Finset.sum_congr rfl fun k _ => ?_
  simp only [zero_sub]

end

end NormalOrderedSeries
```

```lean
#print axioms NormalOrderedSeries.existsUnique_normalOrdered
#print axioms NormalOrderedSeries.numberPower_coeff_ne_zero
#print axioms NormalOrderedSeries.vacuum_projector
```

```
'NormalOrderedSeries.existsUnique_normalOrdered' depends on axioms: [propext, Classical.choice, Quot.sound]
'NormalOrderedSeries.numberPower_coeff_ne_zero' depends on axioms: [propext, Classical.choice, Quot.sound]
'NormalOrderedSeries.vacuum_projector' depends on axioms: [propext, Classical.choice, Quot.sound]
```

## How the proof follows the derivation

`normalSum_eq_of_lt` shows that any cutoff above the degree gives the same sum, because the extra derivatives vanish. This is needed for linearity: p, r and p + r may have different degrees, and `normalSeries` compares their sums at a common cutoff. The result is S_q as a linear map.

`normalSeries_X_pow` is equation (1). It rewrites the falling factorial n!/(n−k)! as k! C(n,k). `binomial_inversion` is equation (2), and `symbol` is the definition (3).

`normalSeries_symbol` proves existence. The step `(basisMonomials K).ext` reduces an equality of linear maps to an equality on each X^n, where inversion applies with x = X. The helper `factorial_mul_C_inv` cancels k! against its inverse, and this is where characteristic zero enters.

`symbol_normalSeries` is the uniqueness calculation, with x = −X; `neg_neg` turns the inner shift −(−X) into X. The main theorem combines the two: `symbol T` is a solution, and any other solution q defines the same operator, so taking `symbol` returns q.

For z^N, `normalSeries_eq_numberPower` computes the symbol by applying `add_pow` to (zX + (−X))^k. `numberPower_coeff_ne_zero` uses uniqueness to identify an arbitrary series for z^N with this one, then checks that each factor of the coefficient is nonzero. `vacuum_projector` sets z = 0 and identifies evaluation at zero with the constant coefficient.

## A functional defined by its values on monomials

The inversion turns on this definition:

`(basisMonomials R).constr R t`

The monomials form a basis of R[Y] over any commutative ring R, and `constr` builds the unique linear map with prescribed values on a basis. The lemma `constr_basis` returns those values, which gives `hL`: the functional sends Y^j to t_j. Lean writes the variable Y as `X` here, even when R is itself K[X].

An evaluation map would not do, because it is multiplicative and would force t_j to be the j-th power of t_1. The functional L is only linear, so t can be arbitrary. For this reason `key` first writes each binomial term as a scalar times a power of u, using `smul_eq_C_mul`, and only then moves L inside with `map_smul`. Applied once with u = Y − x and once with u = Y, `key` produces the outer and inner sums of (2), with no manipulation of products of binomial coefficients.

In the existence proof L is linear over K[X], whereas T is only assumed to be linear over K. The two are compatible because T enters only through the values t_j = T(X^j), and the powers of X in (2) always stand outside T.
